# An exact error formula for the bivariational energy of a finite matrix

Take the diagonal Hamiltonian with energies $0$ and $1$. Its ground state is the column $(1,0)^T$, with the row $(1,0)$ as its left partner. Now spoil both, independently: let the trial row be $(1,a)$ and the trial column $(1,b)^T$. The matrix element of $H$ between them is $ab$ and their overlap is $1+ab$, so for $ab\neq-1$ the energy estimate is

$$\frac{ab}{1+ab}.$$

The exact energy is $0$, so this is also the error. It contains the product of the two mistakes and no term in $a$ or $b$ alone. If $b=0$, the energy is right however bad the row is.

The parts below work this out for any finite complex matrix $H$, Hermitian or not. Coupled-cluster theory evaluates energies in this way, with a left state that is not the adjoint of the right one; the results apply to it in a finite basis, with the two states written out as vectors.

## Rows, columns and the energy functional

A row $u$ and a column $v$ are both functions `n → ℂ` on a finite index set `n`. The product $uv=\sum_i u_iv_i$ is `u ⬝ᵥ v`, without complex conjugation: a row already holds the components of the bra. The column $Hv$ is `H *ᵥ v`, and the row $uH$ is `u ᵥ* H`.

```lean
import Mathlib

open Matrix Filter Topology

namespace BivariationalEnergy

noncomputable section

variable {n : Type*} [Fintype n] [DecidableEq n]
```

The bivariational energy is

$$\mathcal E(u,v)=\frac{uHv}{uv}.$$

It is meaningful for $uv\neq0$. Lean's division would return $0$ at zero overlap, which is why the theorems about its value assume that the overlap is nonzero.

```lean
/-- The bivariational energy `uHv / (uv)` of a trial row `u` and a trial column `v`,
meant for pairs with nonzero overlap `uv`. -/
def bivarEnergy (H : Matrix n n ℂ) (u v : n → ℂ) : ℂ :=
  (u ⬝ᵥ H *ᵥ v) / (u ⬝ᵥ v)
```

The Hamiltonian measured from a reference energy $E$ is $H-E$, with $E$ multiplying the identity matrix.

```lean
/-- The Hamiltonian measured from the energy `E`, that is `H - E`. -/
def shifted (H : Matrix n n ℂ) (E : ℂ) : Matrix n n ℂ :=
  H - E • (1 : Matrix n n ℂ)
```

## (a) Matrix elements of the shifted Hamiltonian

**Task.** For any row $u$, column $v$ and number $E$, show that

$$u(H-E)v=uHv-E\,(uv).$$

**Solution.** Acting on the column gives $(H-E)v=Hv-Ev$. Multiplying by $u$ from the left and using linearity gives the two terms. The Lean proof makes the same expansion, first in the matrix-vector product and then in the dot product.

```lean
/-- The matrix element of `H - E` between a row and a column is the matrix element of `H`
minus `E` times their overlap. -/
theorem dot_shifted (H : Matrix n n ℂ) (E : ℂ) (u v : n → ℂ) :
    u ⬝ᵥ shifted H E *ᵥ v = u ⬝ᵥ H *ᵥ v - E * (u ⬝ᵥ v) := by
  rw [shifted, Matrix.sub_mulVec, Matrix.smul_mulVec, Matrix.one_mulVec, dotProduct_sub,
    dotProduct_smul, smul_eq_mul]
```

## (b) What the shifted Hamiltonian sees

**Task.** Let $Hr=Er$ and $lH=El$ with the same $E$. For arbitrary errors $x$ (a row) and $y$ (a column), show that

$$(l+x)(H-E)(r+y)=x(H-E)y.$$

**Solution.** Expand the left side into four terms:

$$l(H-E)r+x(H-E)r+l(H-E)y+x(H-E)y.$$

The first two vanish because $(H-E)r=0$, the third because $l(H-E)=0$. Only the last remains.

In Lean the eigenvalue equations are the hypotheses `hr` and `hl`. The auxiliary statement `h1` is $lHy=E(ly)$, obtained by letting $H$ act to the left. The `simp only` step expands everything by part (a) and linearity, and `ring` cancels the terms.

```lean
/-- If `r` and `l` are right and left eigenvectors of `H` for the same `E`, then between
`l + x` and `r + y` the operator `H - E` sees only the errors `x` and `y`. -/
theorem shifted_sees_only_errors {H : Matrix n n ℂ} {E : ℂ} {l r : n → ℂ}
    (hr : H *ᵥ r = E • r) (hl : l ᵥ* H = E • l) (x y : n → ℂ) :
    (l + x) ⬝ᵥ shifted H E *ᵥ (r + y) = x ⬝ᵥ shifted H E *ᵥ y := by
  -- the left eigenvector equation, used against the column error
  have h1 : l ⬝ᵥ H *ᵥ y = E * (l ⬝ᵥ y) := by
    rw [Matrix.dotProduct_mulVec, hl, smul_dotProduct, smul_eq_mul]
  simp only [dot_shifted, Matrix.mulVec_add, dotProduct_add, add_dotProduct, hr,
    dotProduct_smul, smul_eq_mul, h1]
  ring
```

## (c) The error of the energy

**Task.** Under the assumptions of (b), suppose also that $(l+x)(r+y)\neq0$. Show that

$$\mathcal E(l+x,r+y)-E=\frac{x(H-E)y}{(l+x)(r+y)}.$$

**Solution.** Write $D=(l+x)(r+y)$. Then

$$\mathcal E(l+x,r+y)-E=\frac{(l+x)H(r+y)-E\,D}{D}=\frac{(l+x)(H-E)(r+y)}{D}=\frac{x(H-E)y}{D},$$

by (a) and then (b). The errors need not be small, and $lr=1$ is not needed. For the opening example the numerator is $ab$ and $D=1+ab$.

Lean starts from the right side: it uses (b) backwards to restore the full trial vectors, expands by (a), and cancels the overlap with `mul_div_cancel_right₀`, where the hypothesis `h` enters.

```lean
/-- Let `r` and `l` be right and left eigenvectors of `H` for the same `E`. For trial vectors
`l + x` and `r + y` with nonzero overlap, the error of the bivariational energy is exactly
`x(H - E)y` divided by that overlap. -/
theorem bivariational_error {H : Matrix n n ℂ} {E : ℂ} {l r : n → ℂ}
    (hr : H *ᵥ r = E • r) (hl : l ᵥ* H = E • l) (x y : n → ℂ)
    (h : (l + x) ⬝ᵥ (r + y) ≠ 0) :
    bivarEnergy H (l + x) (r + y) - E
      = (x ⬝ᵥ shifted H E *ᵥ y) / ((l + x) ⬝ᵥ (r + y)) := by
  rw [← shifted_sees_only_errors hr hl x y, dot_shifted, bivarEnergy, sub_div,
    mul_div_cancel_right₀ _ h]
```

## (d) One exact vector is enough

**Task.** Let $uv\neq0$, and suppose that $Hv=Ev$ or $uH=Eu$. Show that

$$\mathcal E(u,v)=E.$$

**Solution.** If $Hv=Ev$, then $uHv=E(uv)$, and division by $uv$ gives $E$. If $uH=Eu$, let $H$ act to the left; the numerator is again $E(uv)$.

The other vector is arbitrary apart from the overlap condition. A correct energy therefore does not certify that both states are correct. The two bullets in the Lean proof are the two cases of the "or".

```lean
omit [DecidableEq n] in
/-- If the column is a right eigenvector for `E`, or the row is a left eigenvector for `E`,
and their overlap is nonzero, then the bivariational energy is exactly `E`. -/
theorem exact_of_either_exact {H : Matrix n n ℂ} {E : ℂ} {u v : n → ℂ}
    (h : u ⬝ᵥ v ≠ 0) (hex : H *ᵥ v = E • v ∨ u ᵥ* H = E • u) :
    bivarEnergy H u v = E := by
  rcases hex with hv | hu
  · rw [bivarEnergy, hv, dotProduct_smul, smul_eq_mul, mul_div_cancel_right₀ _ h]
  · rw [bivarEnergy, Matrix.dotProduct_mulVec, hu, smul_dotProduct, smul_eq_mul,
      mul_div_cancel_right₀ _ h]
```

## (e) The first variation

**Task.** Let $uv\neq0$ and write $\mathcal E=\mathcal E(u,v)$. Move the row along $x$ and the column along $y$ with a common complex step $t$. Show that

$$\left.\frac{d}{dt}\,\mathcal E(u+tx,v+ty)\right|_{t=0}=\frac{x(H-\mathcal E)v+u(H-\mathcal E)y}{uv}.$$

**Solution.** Numerator and denominator are quadratic polynomials in $t$:

$$N(t)=uHv+t\,(xHv+uHy)+t^2\,xHy,$$
$$D(t)=uv+t\,(xv+uy)+t^2\,xy.$$

The quotient rule at $t=0$, with $N(0)=\mathcal E\,D(0)$, gives

$$\frac{N'(0)-\mathcal E\,D'(0)}{D(0)}=\frac{xHv+uHy-\mathcal E\,(xv+uy)}{uv},$$

and (a) groups the terms as required.

`HasDerivAt` states that the derivative exists and has this value. In the proof, `hq` differentiates a general quadratic at zero, `hf` rewrites the energy as $N(t)/D(t)$, and `fun_div` is the quotient rule. The final `field_simp` and `ring` do the regrouping.

```lean
/-- The first variation of the bivariational energy at a pair `u`, `v` with nonzero overlap,
when the row moves along `x` and the column along `y`. -/
theorem first_variation (H : Matrix n n ℂ) {u v : n → ℂ} (h : u ⬝ᵥ v ≠ 0) (x y : n → ℂ) :
    HasDerivAt (fun t : ℂ => bivarEnergy H (u + t • x) (v + t • y))
      ((x ⬝ᵥ shifted H (bivarEnergy H u v) *ᵥ v
        + u ⬝ᵥ shifted H (bivarEnergy H u v) *ᵥ y) / (u ⬝ᵥ v)) 0 := by
  have hq : ∀ a b c : ℂ, HasDerivAt (fun t : ℂ => a + t * b + t ^ 2 * c) b 0 := by
    intro a b c
    have h1 := (((hasDerivAt_id' (0 : ℂ)).mul_const b).const_add a).fun_add
      (((hasDerivAt_id' (0 : ℂ)).fun_pow 2).mul_const c)
    exact h1.congr_deriv (by simp)
  -- numerator and denominator are quadratic polynomials in the step `t`
  have hf : (fun t : ℂ => bivarEnergy H (u + t • x) (v + t • y)) = fun t : ℂ =>
      (u ⬝ᵥ H *ᵥ v + t * (x ⬝ᵥ H *ᵥ v + u ⬝ᵥ H *ᵥ y) + t ^ 2 * (x ⬝ᵥ H *ᵥ y)) /
      (u ⬝ᵥ v + t * (x ⬝ᵥ v + u ⬝ᵥ y) + t ^ 2 * (x ⬝ᵥ y)) := by
    funext t
    simp only [bivarEnergy, Matrix.mulVec_add, Matrix.mulVec_smul, add_dotProduct,
      dotProduct_add, smul_dotProduct, dotProduct_smul, smul_eq_mul]
    congr 1 <;> ring
  rw [hf]
  refine ((hq _ _ _).fun_div (hq _ _ _) (by simpa using h)).congr_deriv ?_
  simp only [dot_shifted, bivarEnergy, zero_mul, add_zero, ne_eq, OfNat.ofNat_ne_zero,
    not_false_eq_true, zero_pow]
  field_simp
  ring
```

## (f) Stationary pairs

**Task.** Let $uv\neq0$ and $\mathcal E=\mathcal E(u,v)$. Show that the derivative in (e) vanishes for all $x$ and $y$ if and only if

$$Hv=\mathcal E\,v\quad\text{and}\quad uH=\mathcal E\,u.$$

**Solution.** Suppose the derivative always vanishes. Since $uv\neq0$, part (e) gives

$$x(H-\mathcal E)v+u(H-\mathcal E)y=0\quad\text{for all }x,y.$$

Set $y=0$ and let $x$ be the $i$-th unit row: the $i$-th component of $(H-\mathcal E)v$ is zero. Set $x=0$ and let $y$ be the $i$-th unit column: the $i$-th component of $u(H-\mathcal E)$ is zero. As $i$ is arbitrary, both eigenvalue equations hold. Conversely, if they hold, both terms in the numerator of (e) vanish.

In Lean, `key` is the displayed condition, obtained from the uniqueness of the derivative, and `Pi.single i 1` is the unit vector. For the converse, `h1` and `h2` evaluate the two matrix elements by the eigenvalue equations.

The equivalence concerns variations in every direction of the finite space. A truncated coupled-cluster ansatz allows fewer directions, and stationarity within it need not produce eigenvectors of $H$.

```lean
/-- Bivariational principle: at a pair with nonzero overlap, the energy is stationary under all
variations of row and column exactly when both are eigenvectors of `H`, with the bivariational
energy as eigenvalue. -/
theorem stationary_iff_eigenvectors (H : Matrix n n ℂ) {u v : n → ℂ} (h : u ⬝ᵥ v ≠ 0) :
    (∀ x y : n → ℂ,
      HasDerivAt (fun t : ℂ => bivarEnergy H (u + t • x) (v + t • y)) 0 0) ↔
    H *ᵥ v = bivarEnergy H u v • v ∧ u ᵥ* H = bivarEnergy H u v • u := by
  constructor
  · intro hs
    have key : ∀ x y : n → ℂ, x ⬝ᵥ shifted H (bivarEnergy H u v) *ᵥ v
        + u ⬝ᵥ shifted H (bivarEnergy H u v) *ᵥ y = 0 := fun x y =>
      (div_eq_zero_iff.mp ((hs x y).unique (first_variation H h x y)).symm).resolve_right h
    constructor
    · -- vary one component of the row
      funext i
      have hi := key (Pi.single i 1) 0
      rw [dot_shifted, dot_shifted] at hi
      simp only [Matrix.mulVec_zero, dotProduct_zero, single_dotProduct,
        one_mul, mul_zero, sub_zero, add_zero] at hi
      simp only [Pi.smul_apply, smul_eq_mul]
      linear_combination hi
    · -- vary one component of the column
      funext i
      have hi := key 0 (Pi.single i 1)
      rw [dot_shifted, dot_shifted] at hi
      simp only [zero_dotProduct, mul_zero, sub_zero, zero_add,
        Matrix.dotProduct_mulVec, Matrix.zero_vecMul, dotProduct_single, mul_one] at hi
      simp only [Pi.smul_apply, smul_eq_mul]
      linear_combination hi
  · rintro ⟨hv, hu⟩ x y
    refine (first_variation H h x y).congr_deriv ?_
    have h1 : x ⬝ᵥ H *ᵥ v = bivarEnergy H u v * (x ⬝ᵥ v) := by
      conv_lhs => rw [hv, dotProduct_smul, smul_eq_mul]
    have h2 : u ⬝ᵥ H *ᵥ y = bivarEnergy H u v * (u ⬝ᵥ y) := by
      conv_lhs => rw [Matrix.dotProduct_mulVec, hu, smul_dotProduct, smul_eq_mul]
    rw [dot_shifted, dot_shifted, h1, h2, sub_self, sub_self, add_zero, zero_div]
```

## (g) Small errors

**Task.** Let $Hr=Er$, $lH=El$ and $lr=1$. Scale both errors by $t$ and show that

$$\lim_{t\to0}\frac{\mathcal E(l+tx,r+ty)-E}{t^2}=x(H-E)y.$$

**Solution.** The overlap is

$$D(t)=1+t\,(xr+ly)+t^2\,xy,$$

which tends to $1$ and is therefore nonzero for small $t$. For such $t\neq0$, part (c) gives

$$\frac{\mathcal E(l+tx,r+ty)-E}{t^2}=\frac{1}{t^2}\,\frac{t^2\,x(H-E)y}{D(t)}=\frac{x(H-E)y}{D(t)},$$

and the limit follows. With both state errors of order $t$, the energy error is at most of order $t^2$.

The condition `hlr` says that the exact left and right states are normalised against each other. This is a real restriction for non-Hermitian matrices: $\begin{pmatrix}0&1\\0&0\end{pmatrix}$ has, up to scale, the single right eigenvector $(1,0)^T$ and the single left eigenvector $(0,1)$, and their overlap is zero.

In the Lean statement, `𝓝[≠] 0` means that $t$ approaches zero through nonzero complex values. In the proof, `hD` is the limit of the overlap, `hne` its consequence that the overlap is eventually nonzero, and `hlim` the limit of the simplified quotient. The `filter_upwards` step restricts to values of $t$ where (c) applies, and `hs` extracts the factor $t^2$.

```lean
/-- Let `r` and `l` be right and left eigenvectors of `H` for the same `E`, with `lr = 1`. For
vector errors `t x` and `t y`, the energy error divided by `t ^ 2` tends to `x(H - E)y` as `t`
tends to zero. -/
theorem quadratic_error_limit {H : Matrix n n ℂ} {E : ℂ} {l r : n → ℂ}
    (hr : H *ᵥ r = E • r) (hl : l ᵥ* H = E • l) (hlr : l ⬝ᵥ r = 1) (x y : n → ℂ) :
    Tendsto (fun t : ℂ => (bivarEnergy H (l + t • x) (r + t • y) - E) / t ^ 2)
      (𝓝[≠] 0) (𝓝 (x ⬝ᵥ shifted H E *ᵥ y)) := by
  have hcont : Continuous (fun t : ℂ => (l + t • x) ⬝ᵥ (r + t • y)) := by
    simp only [dotProduct, Pi.add_apply, Pi.smul_apply, smul_eq_mul]
    fun_prop
  have h0 : (l + (0 : ℂ) • x) ⬝ᵥ (r + (0 : ℂ) • y) = 1 := by
    rw [zero_smul, zero_smul, add_zero, add_zero, hlr]
  -- the overlap tends to one, so it is nonzero for small `t`
  have hD := hcont.tendsto 0
  simp only [h0] at hD
  have hne := hD.eventually_ne one_ne_zero
  have hlim := ((tendsto_const_nhds (x := x ⬝ᵥ shifted H E *ᵥ y)).div hD
    one_ne_zero).mono_left (nhdsWithin_le_nhds (s := {0}ᶜ))
  rw [div_one] at hlim
  refine hlim.congr' ?_
  filter_upwards [nhdsWithin_le_nhds hne, self_mem_nhdsWithin] with t ht ht0
  have ht1 : t ≠ 0 := ht0
  have hs : (t • x) ⬝ᵥ shifted H E *ᵥ (t • y) = t ^ 2 * (x ⬝ᵥ shifted H E *ᵥ y) := by
    rw [Matrix.mulVec_smul, dotProduct_smul, smul_dotProduct, smul_eq_mul, smul_eq_mul]
    ring
  rw [bivariational_error hr hl (t • x) (t • y) ht, hs, mul_div_assoc,
    mul_div_cancel_left₀ _ (pow_ne_zero 2 ht1)]
  rfl
```

## (h) A non-Hermitian matrix with a nonzero error

**Task.** Take

$$H=\begin{pmatrix}1&1\\0&2\end{pmatrix},\quad r=\begin{pmatrix}1\\0\end{pmatrix},\quad l=(1,-1),\quad x=(0,1),\quad y=\begin{pmatrix}0\\1\end{pmatrix}.$$

Show that $r$ and $l$ are right and left eigenvectors for $E=1$ with $lr=1$, that the trial overlap is $1$, and that

$$\mathcal E(l+x,r+y)=2.$$

**Solution.** Direct multiplication gives $Hr=(1,0)^T=r$, $lH=(1,1-2)=(1,-1)=l$ and $lr=1$. The trial vectors are $l+x=(1,0)$ and $r+y=(1,1)^T$, with overlap $1$. Since $H(1,1)^T=(2,2)^T$, the energy is $2$.

The error relative to $E=1$ is thus $1$. The formula in (c) agrees: $(H-1)y=(1,1)^T$, so $x(H-1)y=1$, and the overlap is $1$. This does not conflict with (d): the trial column $(1,1)^T$ is an exact right eigenvector, but for the other eigenvalue, $2$, and that is the energy it gives.

The five statements joined by `∧` are the two eigenvalue equations, the two overlaps and the energy. Lean checks each by writing out the sums over two components.

```lean
/-- The non-Hermitian matrix with rows `(1, 1)` and `(0, 2)` has right and left eigenvectors
`(1, 0)` and `(1, -1)` for `E = 1`, with overlap one. Adding the error `(0, 1)` to both leaves the
overlap at one and gives the bivariational energy `2`. -/
theorem bivariational_error_witness :
    !![(1 : ℂ), 1; 0, 2] *ᵥ ![1, 0] = (1 : ℂ) • ![1, 0] ∧
    ![1, -1] ᵥ* !![(1 : ℂ), 1; 0, 2] = (1 : ℂ) • ![1, -1] ∧
    ![(1 : ℂ), -1] ⬝ᵥ ![1, 0] = 1 ∧
    (![(1 : ℂ), -1] + ![0, 1]) ⬝ᵥ (![1, 0] + ![0, 1]) = 1 ∧
    bivarEnergy !![(1 : ℂ), 1; 0, 2] (![1, -1] + ![0, 1]) (![1, 0] + ![0, 1]) = 2 := by
  refine ⟨?_, ?_, ?_, ?_, ?_⟩
  · ext i
    fin_cases i <;> norm_num [Matrix.mulVec, dotProduct, Fin.sum_univ_two]
  · ext i
    fin_cases i <;> norm_num [Matrix.vecMul, dotProduct, Fin.sum_univ_two]
  · norm_num [dotProduct, Fin.sum_univ_two]
  · norm_num [dotProduct, Fin.sum_univ_two]
  · norm_num [bivarEnergy, Matrix.mulVec, dotProduct, Fin.sum_univ_two]

end

end BivariationalEnergy
```

```lean
#print axioms BivariationalEnergy.bivariational_error
#print axioms BivariationalEnergy.exact_of_either_exact
#print axioms BivariationalEnergy.stationary_iff_eigenvectors
#print axioms BivariationalEnergy.quadratic_error_limit
```

```
'BivariationalEnergy.bivariational_error' depends on axioms: [propext, Classical.choice, Quot.sound]
'BivariationalEnergy.exact_of_either_exact' depends on axioms: [propext, Classical.choice, Quot.sound]
'BivariationalEnergy.stationary_iff_eigenvectors' depends on axioms: [propext, Classical.choice, Quot.sound]
'BivariationalEnergy.quadratic_error_limit' depends on axioms: [propext, Classical.choice, Quot.sound]
```
